# An antisymmetric, spatially symmetric wavefunction of N particles with fewer than N spin states is zero

Let $\Psi$ be a wavefunction of $N$ identical fermions with $d$ spin states each. If $\Psi$ is unchanged by every permutation of the positions alone and $N>d$, then $\Psi=0$. For electrons $d=2$, so three of them have no spatially symmetric state. In particular, three electrons cannot share one orbital, whatever spin function is attached.

## Configurations and their permutations

Particles are numbered $i=0,\dots,N-1$. Particle $i$ has a position $x_i$ in a set $X$ and a spin label $s_i\in\{0,\dots,d-1\}$, where $d=2s+1$ for spin $s$. A configuration is the list $c=((x_i,s_i))_i$, in Lean a map `Fin N → X × Fin d`, and $\Psi$ assigns a complex number to each configuration.

```lean
import Mathlib

open Equiv

namespace SpatialSymmetryPauli

variable {N d : ℕ} {X : Type*}
```

A permutation $\sigma$ can act on the positions alone, $(P^{\rm space}_\sigma c)_i=(x_{\sigma(i)},s_i)$:

```lean
/-- Permute the spatial coordinates of a configuration and leave the spins in place. -/
def permuteSpace (σ : Perm (Fin N)) (c : Fin N → X × Fin d) : Fin N → X × Fin d :=
  fun i => ((c (σ i)).1, (c i).2)
```

It can also act on the spins alone, $(P^{\rm spin}_\sigma c)_i=(x_i,s_{\sigma(i)})$:

```lean
/-- Permute the spins of a configuration and leave the spatial coordinates in place. -/
def permuteSpin (σ : Perm (Fin N)) (c : Fin N → X × Fin d) : Fin N → X × Fin d :=
  fun i => ((c i).1, (c (σ i)).2)
```

The joint permutation is the composition $(c\circ\sigma)_i=(x_{\sigma(i)},s_{\sigma(i)})$. The Pauli principle for identical fermions is assumed in the form $\Psi(c\circ\sigma)=\operatorname{sgn}(\sigma)\,\Psi(c)$:

```lean
/-- The Pauli principle: a joint permutation of space and spin coordinates multiplies the
wavefunction by the sign of the permutation. -/
def IsAntisymmetric (Ψ : (Fin N → X × Fin d) → ℂ) : Prop :=
  ∀ (σ : Perm (Fin N)) (c : Fin N → X × Fin d),
    Ψ (c ∘ σ) = ((Perm.sign σ : ℤ) : ℂ) * Ψ c
```

Spatial symmetry means $\Psi(P^{\rm space}_\sigma c)=\Psi(c)$ for every $\sigma$:

```lean
/-- The wavefunction is unchanged by every permutation of the spatial coordinates alone. -/
def IsSpatiallySymmetric (Ψ : (Fin N → X × Fin d) → ℂ) : Prop :=
  ∀ (σ : Perm (Fin N)) (c : Fin N → X × Fin d), Ψ (permuteSpace σ c) = Ψ c
```

A weaker condition asks this only for exchanges $(i\,j)$ within a set $S$ of particles:

```lean
/-- The wavefunction is unchanged when any two particles of the set `S` exchange their
spatial coordinates alone. -/
def IsSpatiallySymmetricOn (S : Finset (Fin N)) (Ψ : (Fin N → X × Fin d) → ℂ) : Prop :=
  ∀ i ∈ S, ∀ j ∈ S, ∀ c : Fin N → X × Fin d, Ψ (permuteSpace (swap i j) c) = Ψ c
```

The spatial symmetriser is $(\mathcal S\Psi)(c)=\sum_\sigma\Psi(P^{\rm space}_\sigma c)$. Dividing by $N!$ gives the usual projector.

```lean
/-- The unnormalised spatial symmetriser: the sum over all permutations of the spatial
coordinates. -/
noncomputable def spatialSymmetriser (Ψ : (Fin N → X × Fin d) → ℂ) :
    (Fin N → X × Fin d) → ℂ :=
  fun c => ∑ σ : Perm (Fin N), Ψ (permuteSpace σ c)
```

For $N\le d$ there is a determinant of spin functions, $D(c)=\det(\delta_{s_i,j})$ with $i,j=0,\dots,N-1$. The normalised spin function is $D/\sqrt{N!}$.

```lean
/-- The determinant of the first `N` spin states, for `N ≤ d`, as a wavefunction that does not
depend on the positions. -/
noncomputable def spinDeterminant (h : N ≤ d) : (Fin N → X × Fin d) → ℂ :=
  fun c => Matrix.det (Matrix.of fun i j : Fin N =>
    if (c i).2 = Fin.castLE h j then (1 : ℂ) else 0)
```

## With spatial symmetry, permuting spins alone gives the sign

Permuting the spins is the same as permuting everything after undoing the permutation on the positions:
$$P^{\rm spin}_\sigma c=(P^{\rm space}_{\sigma^{-1}}c)\circ\sigma .$$
At entry $i$ the right side has position $x_{\sigma^{-1}(\sigma(i))}=x_i$ and spin $s_{\sigma(i)}$. If $\Psi$ is invariant under $P^{\rm space}_{\sigma^{-1}}$, then
$$\Psi(P^{\rm spin}_\sigma c)=\operatorname{sgn}(\sigma)\,\Psi(P^{\rm space}_{\sigma^{-1}}c)=\operatorname{sgn}(\sigma)\,\Psi(c).$$
In the proof, `key` is the first identity, and the final rewrite is this chain.

```lean
/-- If an antisymmetric wavefunction is unchanged by the inverse of a permutation acting on
space alone, then the permutation acting on spin alone multiplies it by its sign. -/
theorem spin_permutation_sign {Ψ : (Fin N → X × Fin d) → ℂ} (hA : IsAntisymmetric Ψ)
    (σ : Perm (Fin N)) (hσ : ∀ c, Ψ (permuteSpace σ⁻¹ c) = Ψ c)
    (c : Fin N → X × Fin d) :
    Ψ (permuteSpin σ c) = ((Perm.sign σ : ℤ) : ℂ) * Ψ c := by
  -- a spin permutation is a joint permutation with the spatial part undone
  have key : permuteSpin σ c = permuteSpace σ⁻¹ c ∘ σ := by
    funext i
    simp [permuteSpin, permuteSpace]
  rw [key, hA σ _, hσ]
```

## Spatial symmetry in more than d particles forces the wavefunction to vanish

Let $\Psi$ be antisymmetric and unchanged when any two particles of a set $S$ exchange their positions alone, and let $S$ contain more than $d$ particles. In any configuration $c$, two distinct particles $i,j\in S$ have $s_i=s_j$, by the pigeonhole principle. Exchanging their spins leaves $c$ as it is (`hfix`), while the previous result gives a factor $-1$. Hence $\Psi(c)=-\Psi(c)$, so $2\Psi(c)=0$ and $\Psi(c)=0$.

```lean
/-- An antisymmetric wavefunction of particles with `d` spin states vanishes if it is spatially
symmetric in a set of more than `d` particles. -/
theorem eq_zero_of_symmetricOn {Ψ : (Fin N → X × Fin d) → ℂ} (hA : IsAntisymmetric Ψ)
    (S : Finset (Fin N)) (hS : IsSpatiallySymmetricOn S Ψ) (hcard : d < S.card) :
    Ψ = 0 := by
  funext c
  -- two particles of `S` share a spin state
  obtain ⟨i, hi, j, hj, hne, hij⟩ :=
    Finset.exists_ne_map_eq_of_card_lt_of_maps_to
      (s := S) (t := (Finset.univ : Finset (Fin d))) (f := fun i => (c i).2)
      (by simpa using hcard) (by intro a _; simp)
  have hij' : (c i).2 = (c j).2 := hij
  -- exchanging their spins does not change the configuration
  have hfix : permuteSpin (swap i j) c = c := by
    funext k
    refine Prod.ext rfl ?_
    change (c (swap i j k)).2 = (c k).2
    by_cases hki : k = i
    · rw [hki, swap_apply_left]
      exact hij'.symm
    · by_cases hkj : k = j
      · rw [hkj, swap_apply_right]
        exact hij'
      · rw [swap_apply_of_ne_of_ne hki hkj]
  -- but it reverses the sign of the wavefunction
  have h := spin_permutation_sign hA (swap i j)
    (by intro c'; rw [swap_inv]; exact hS i hi j hj c') c
  rw [hfix, Perm.sign_swap hne, Units.val_neg, Units.val_one, Int.cast_neg,
    Int.cast_one] at h
  change Ψ c = 0
  linear_combination h / 2
```

Taking $S$ to be all the particles gives the result for $N>d$:

```lean
/-- An antisymmetric and spatially symmetric wavefunction of `N` particles with `d` spin states
vanishes if `N > d`. -/
theorem eq_zero_of_spatiallySymmetric {Ψ : (Fin N → X × Fin d) → ℂ}
    (hA : IsAntisymmetric Ψ) (hS : IsSpatiallySymmetric Ψ) (hN : d < N) : Ψ = 0 :=
  eq_zero_of_symmetricOn hA Finset.univ (fun i _ j _ c => hS (swap i j) c)
    (by simpa using hN)
```

With $N=3$ and $d=2$ it becomes the statement for three electrons:

```lean
/-- For three electrons, with two spin states each, an antisymmetric and spatially symmetric
wavefunction vanishes. -/
theorem three_electrons {Ψ : (Fin 3 → X × Fin 2) → ℂ}
    (hA : IsAntisymmetric Ψ) (hS : IsSpatiallySymmetric Ψ) : Ψ = 0 :=
  eq_zero_of_spatiallySymmetric hA hS (by norm_num)
```

## For N > d the symmetriser annihilates antisymmetric functions

Two spatial permutations combine as $P^{\rm space}_\sigma P^{\rm space}_\tau c=P^{\rm space}_{\tau\sigma}c$. As $\sigma$ runs over all permutations, so does $\tau\sigma$, and therefore $(\mathcal S\Psi)(P^{\rm space}_\tau c)=(\mathcal S\Psi)(c)$:

```lean
/-- The spatial symmetriser turns every wavefunction into a spatially symmetric one. -/
theorem symmetriser_symmetric (Ψ : (Fin N → X × Fin d) → ℂ) :
    IsSpatiallySymmetric (spatialSymmetriser Ψ) := by
  intro τ c
  exact Equiv.sum_comp (Equiv.mulLeft τ) (fun σ => Ψ (permuteSpace σ c))
```

For a joint permutation,
$$P^{\rm space}_\sigma(c\circ\tau)=(P^{\rm space}_{\tau\sigma\tau^{-1}}c)\circ\tau ,$$
since both sides have entry $(x_{\tau(\sigma(i))},s_{\tau(i)})$. Antisymmetry of $\Psi$ then gives
$$(\mathcal S\Psi)(c\circ\tau)=\operatorname{sgn}(\tau)\sum_\sigma\Psi(P^{\rm space}_{\tau\sigma\tau^{-1}}c)=\operatorname{sgn}(\tau)\,(\mathcal S\Psi)(c),$$
where the last step relabels the sum by conjugation.

```lean
/-- The spatial symmetriser preserves antisymmetry under joint permutations. -/
theorem symmetriser_antisymmetric {Ψ : (Fin N → X × Fin d) → ℂ} (hA : IsAntisymmetric Ψ) :
    IsAntisymmetric (spatialSymmetriser Ψ) := by
  intro τ c
  -- moving a joint permutation past a spatial one conjugates the latter
  have key (σ : Perm (Fin N)) :
      permuteSpace σ (c ∘ τ) = permuteSpace (τ * σ * τ⁻¹) c ∘ τ := by
    funext i
    simp [permuteSpace]
  calc spatialSymmetriser Ψ (c ∘ τ)
      = ∑ σ : Perm (Fin N),
          ((Perm.sign τ : ℤ) : ℂ) * Ψ (permuteSpace (τ * σ * τ⁻¹) c) := by
        unfold spatialSymmetriser
        refine Finset.sum_congr rfl fun σ _ => ?_
        rw [key σ, hA τ _]
    _ = ((Perm.sign τ : ℤ) : ℂ) *
          ∑ σ : Perm (Fin N), Ψ (permuteSpace (τ * σ * τ⁻¹) c) := by
        rw [Finset.mul_sum]
    _ = ((Perm.sign τ : ℤ) : ℂ) * spatialSymmetriser Ψ c := by
        congr 1
        exact Equiv.sum_comp (MulAut.conj τ).toEquiv (fun σ => Ψ (permuteSpace σ c))
```

So $\mathcal S\Psi$ is both antisymmetric and spatially symmetric, and it vanishes when $N>d$:

```lean
/-- The spatial symmetriser annihilates every antisymmetric wavefunction of `N` particles with
`d` spin states if `N > d`. -/
theorem symmetriser_eq_zero {Ψ : (Fin N → X × Fin d) → ℂ} (hA : IsAntisymmetric Ψ)
    (hN : d < N) : spatialSymmetriser Ψ = 0 :=
  eq_zero_of_spatiallySymmetric (symmetriser_antisymmetric hA) (symmetriser_symmetric Ψ) hN
```

## The bound N ≤ d is sharp

For $N\le d$, a joint permutation of the particles permutes the rows of the matrix in $D$, which gives the sign. Permuting positions does nothing, because $D$ does not depend on them. At $s_i=i$, with all particles at one point $x$, the matrix is the identity and $D=1$.

```lean
/-- For `N ≤ d` the spin determinant is antisymmetric and spatially symmetric, and it equals one
when the particles occupy the first `N` spin states in order at a common position. -/
theorem spinDeterminant_witness (h : N ≤ d) (x : X) :
    IsAntisymmetric (spinDeterminant (X := X) h) ∧
      IsSpatiallySymmetric (spinDeterminant (X := X) h) ∧
      spinDeterminant h (fun i => (x, Fin.castLE h i)) = 1 := by
  refine ⟨fun σ c => ?_, fun σ c => rfl, ?_⟩
  · -- a joint permutation permutes the rows
    exact Matrix.det_permute σ (Matrix.of fun i j : Fin N =>
      if (c i).2 = Fin.castLE h j then (1 : ℂ) else 0)
  · have hM : (Matrix.of fun i j : Fin N =>
        if Fin.castLE h i = Fin.castLE h j then (1 : ℂ) else 0) = 1 := by
      ext i j
      simp [Matrix.one_apply, Fin.ext_iff]
    exact (congrArg Matrix.det hM).trans Matrix.det_one
```

Over a nonempty $X$, a nonzero function with both symmetries therefore exists exactly when $N\le d$:

```lean
/-- Over a nonempty position space, a nonzero antisymmetric and spatially symmetric wavefunction
of `N` particles with `d` spin states exists exactly when `N ≤ d`. -/
theorem exists_nonzero_iff [Nonempty X] :
    (∃ Ψ : (Fin N → X × Fin d) → ℂ,
      Ψ ≠ 0 ∧ IsAntisymmetric Ψ ∧ IsSpatiallySymmetric Ψ) ↔ N ≤ d := by
  constructor
  · rintro ⟨Ψ, hne, hA, hS⟩
    by_contra hN
    exact hne (eq_zero_of_spatiallySymmetric hA hS (not_le.mp hN))
  · intro h
    obtain ⟨x⟩ := ‹Nonempty X›
    obtain ⟨hA, hS, hone⟩ := spinDeterminant_witness h x
    refine ⟨spinDeterminant h, fun h0 => ?_, hA, hS⟩
    rw [h0] at hone
    exact zero_ne_one hone

end SpatialSymmetryPauli
```

```lean
#print axioms SpatialSymmetryPauli.eq_zero_of_spatiallySymmetric
#print axioms SpatialSymmetryPauli.three_electrons
#print axioms SpatialSymmetryPauli.symmetriser_eq_zero
#print axioms SpatialSymmetryPauli.exists_nonzero_iff
```

```
'SpatialSymmetryPauli.eq_zero_of_spatiallySymmetric' depends on axioms: [propext, Classical.choice, Quot.sound]
'SpatialSymmetryPauli.three_electrons' depends on axioms: [propext, Classical.choice, Quot.sound]
'SpatialSymmetryPauli.symmetriser_eq_zero' depends on axioms: [propext, Classical.choice, Quot.sound]
'SpatialSymmetryPauli.exists_nonzero_iff' depends on axioms: [propext, Classical.choice, Quot.sound]
```

## Reach of the result

No Hamiltonian enters, so interacting and non-interacting particles are treated alike. In electronic structure, for a fixed number $N\ge3$ of electrons, a permutation-symmetric spatial eigenfunction of a spin-free Hamiltonian cannot be completed to an antisymmetric state by any spin factor.

The wavefunctions here are functions defined at every point, with no condition of continuity or square integrability. For the vanishing results, the step left to the reader is the passage to Hilbert-space states, where functions equal almost everywhere are identified and the symmetries hold almost everywhere. For $1\le N\le d$, the determinant $D$ does not depend on the positions, so over $\mathbb R^3$ it is not square integrable. Multiplying it by $\prod_i\varphi(x_i)$, with $\varphi$ a normalised orbital, gives a nonzero square-integrable state with both symmetries.
